# A three-qubit GHZ state and an equal mixture with the same two-qubit reduced states

The projector on $(|000\rangle+|111\rangle)/\sqrt2$ and the mixture $\tfrac12|000\rangle\langle000|+\tfrac12|111\rangle\langle111|$ are different matrices, with purities $1$ and $1/2$. Yet tracing out any one of the three qubits gives the same two-qubit matrix for both. A standard consequence, not formalised here, is that no measurement confined to two of the three qubits distinguishes these two states.

The argument works for $N=n+1$ qubits with $n\ge 0$, and the three-qubit case is $n=2$.

```lean
import Mathlib

open Matrix

namespace GHZPartialTrace

noncomputable section
```

## States and operators as arrays over bit strings

A configuration $i$ assigns a bit to each qubit, in Lean `Fin N → Fin 2`, with qubits numbered from $0$. A state vector is a complex function of configurations, and the basis vector $|s\rangle$ has components $\delta_{i,s}$.

```lean
/-- The computational basis vector of `N` qubits labelled by the configuration `s`. -/
def ket {N : ℕ} (s : Fin N → Fin 2) : (Fin N → Fin 2) → ℂ :=
  fun i => if i = s then 1 else 0
```

An operator is a matrix indexed by configurations. The outer product has entries $(|\phi\rangle\langle\psi|)_{ij}=\phi_i\psi_j^*$.

```lean
/-- The outer product `|φ⟩⟨ψ|` of two `N`-qubit vectors. -/
def ketBra {N : ℕ} (φ ψ : (Fin N → Fin 2) → ℂ) :
    Matrix (Fin N → Fin 2) (Fin N → Fin 2) ℂ :=
  Matrix.of fun i j => φ i * star (ψ j)
```

Write $|\mathbf 0\rangle$ and $|\mathbf 1\rangle$ for the uniform strings $0\dots0$ and $1\dots1$. The superposition $a|\mathbf 0\rangle+b|\mathbf 1\rangle$ has arbitrary complex amplitudes; for $N\ge 1$ it is normalised when $|a|^2+|b|^2=1$.

```lean
/-- The superposition `a |0…0⟩ + b |1…1⟩` of `N` qubits. -/
def cat (N : ℕ) (a b : ℂ) : (Fin N → Fin 2) → ℂ :=
  a • ket (fun _ => 0) + b • ket (fun _ => 1)
```

Its incoherent companion is $p|\mathbf 0\rangle\langle\mathbf 0|+q|\mathbf 1\rangle\langle\mathbf 1|$. The weights may be any complex numbers, and the matrix is a density matrix when they are non-negative and sum to one.

```lean
/-- The combination `p |0…0⟩⟨0…0| + q |1…1⟩⟨1…1|` of `N` qubits. -/
def mixture (N : ℕ) (p q : ℂ) : Matrix (Fin N → Fin 2) (Fin N → Fin 2) ℂ :=
  p • ketBra (ket fun _ => 0) (ket fun _ => 0) +
    q • ketBra (ket fun _ => 1) (ket fun _ => 1)
```

The GHZ projector has $a=b=1/\sqrt2$.

```lean
/-- The outer product of `(|0…0⟩ + |1…1⟩)/√2` with itself; for `N ≥ 1` this is the projector on the
GHZ vector. -/
def ghzProjector (N : ℕ) : Matrix (Fin N → Fin 2) (Fin N → Fin 2) ℂ :=
  ketBra (cat N (((Real.sqrt 2)⁻¹ : ℝ) : ℂ) (((Real.sqrt 2)⁻¹ : ℝ) : ℂ))
    (cat N (((Real.sqrt 2)⁻¹ : ℝ) : ℂ) (((Real.sqrt 2)⁻¹ : ℝ) : ℂ))
```

Let $(r,i)_k$ be the configuration obtained from $i$ by inserting the bit $r$ at position $k$. The partial trace over qubit $k$ is

$$(\mathrm{Tr}_k\,\rho)_{ij}=\sum_{r=0}^{1}\rho_{(r,i)_k,\,(r,j)_k}.$$

```lean
/-- The partial trace over qubit `k`, leaving a matrix on the other `n` qubits. -/
def traceOut {n : ℕ} (k : Fin (n + 1))
    (ρ : Matrix (Fin (n + 1) → Fin 2) (Fin (n + 1) → Fin 2) ℂ) :
    Matrix (Fin n → Fin 2) (Fin n → Fin 2) ℂ :=
  Matrix.of fun i j => ∑ r : Fin 2,
    ρ (k.insertNth (α := fun _ => Fin 2) r i) (k.insertNth (α := fun _ => Fin 2) r j)
```

Purity is $\mathrm{Tr}\,\rho^2$, here a complex number by type.

```lean
/-- The purity `Tr ρ²`. -/
def purity {N : ℕ} (ρ : Matrix (Fin N → Fin 2) (Fin N → Fin 2) ℂ) : ℂ :=
  (ρ * ρ).trace
```

The operator $X\otimes\dots\otimes X$ has entries $\prod_m X_{i_m j_m}$. For the GHZ state, its expectation will reveal the coherence that the partial traces miss.

```lean
/-- The operator `X ⊗ … ⊗ X` that applies the Pauli matrix `X` to every qubit. -/
def pauliXString (N : ℕ) : Matrix (Fin N → Fin 2) (Fin N → Fin 2) ℂ :=
  Matrix.of fun i j => ∏ m, (!![0, 1; 1, 0] : Matrix (Fin 2) (Fin 2) ℂ) (i m) (j m)
```

## The inserted bit removes the coherences

The string $(r,i)_k$ is uniformly $s$ exactly when $r=s$ and $i$ is uniformly $s$. With $\mathbf s$ the uniform string of bit $s$, on whichever number of qubits applies,

$$\langle (r,i)_k|\mathbf s\rangle=\delta_{rs}\,\langle i|\mathbf s\rangle .$$

The proof reads the equality of strings at position $k$ and at the other positions, `k.succAbove m`.

```lean
/-- A uniform basis vector factorises into the condition on qubit `k` and the uniform
basis vector of the remaining qubits. -/
theorem ket_insertNth {n : ℕ} (k : Fin (n + 1)) (r s : Fin 2) (i : Fin n → Fin 2) :
    ket (fun _ => s) (k.insertNth (α := fun _ => Fin 2) r i) =
      (if r = s then 1 else 0) * ket (fun _ => s) i := by
  have key : (k.insertNth (α := fun _ => Fin 2) r i = fun _ => s) ↔
      (r = s ∧ i = fun _ => s) := by
    constructor
    · intro h
      exact ⟨by simpa using congrFun h k,
        funext fun m => by simpa using congrFun h (k.succAbove m)⟩
    · rintro ⟨h1, h2⟩
      funext m
      rcases Fin.eq_self_or_eq_succAbove k m with h | ⟨l, h⟩
      · rw [h]; simp [h1]
      · rw [h]; simp [h2]
  simp only [ket, key]
  by_cases h1 : r = s <;> by_cases h2 : i = (fun _ => s) <;> simp [h1, h2]
```

With at least one qubit, the two uniform strings differ, so $\langle\mathbf t|\mathbf s\rangle=\delta_{ts}$.

```lean
/-- Uniform basis vectors of at least one qubit are distinguished by their common bit. -/
theorem ket_const {n : ℕ} (s t : Fin 2) :
    ket (fun _ : Fin (n + 1) => s) (fun _ => t) = if t = s then 1 else 0 := by
  by_cases h : t = s
  · subst h; simp [ket]
  · have h' : (fun _ : Fin (n + 1) => t) ≠ fun _ => s := fun e => h (congrFun e 0)
    simp only [ket, if_neg h', if_neg h]
```

An overlap with a basis vector picks out a component, $\langle s|f\rangle=f_s$.

```lean
/-- The overlap of a basis vector with `f` is the corresponding component of `f`. -/
theorem ket_dot {N : ℕ} (s : Fin N → Fin 2) (f : (Fin N → Fin 2) → ℂ) :
    star (ket s) ⬝ᵥ f = f s := by
  simp [dotProduct, ket, apply_ite]
```

For any operator $A$,

$$\mathrm{Tr}(|\phi\rangle\langle\psi|A)=\sum_{i,k}\phi_i\psi_k^*A_{ki}=\langle\psi|A|\phi\rangle .$$

Lean exchanges the two sums and compares them term by term.

```lean
/-- The trace of `|φ⟩⟨ψ| A` is the matrix element `⟨ψ|A|φ⟩`. -/
theorem trace_ketBra_mul {N : ℕ} (φ ψ : (Fin N → Fin 2) → ℂ)
    (A : Matrix (Fin N → Fin 2) (Fin N → Fin 2) ℂ) :
    (ketBra φ ψ * A).trace = star ψ ⬝ᵥ (A *ᵥ φ) := by
  simp only [Matrix.trace, Matrix.diag_apply, Matrix.mul_apply, ketBra, Matrix.of_apply,
    dotProduct, Matrix.mulVec, Pi.star_apply, Finset.mul_sum]
  rw [Finset.sum_comm]
  exact Finset.sum_congr rfl fun k _ => Finset.sum_congr rfl fun i _ => by ring
```

In the partial trace of the mixture, $r=0$ keeps only the $p$ term and $r=1$ only the $q$ term. The weights therefore survive unchanged. For $n=0$ the result is the single number $p+q$.

```lean
/-- Tracing out any one qubit of the mixture gives the mixture with the same weights on
the remaining qubits. -/
theorem traceOut_mixture {n : ℕ} (k : Fin (n + 1)) (p q : ℂ) :
    traceOut k (mixture (n + 1) p q) = mixture n p q := by
  ext i j
  simp only [traceOut, mixture, ketBra, Matrix.of_apply, Matrix.add_apply,
    Matrix.smul_apply, smul_eq_mul, Fin.sum_univ_two, ket_insertNth, star_mul',
    zero_ne_one, one_ne_zero, ↓reduceIte, star_one, star_zero]
  ring
```

For the superposition $|\phi\rangle=a|\mathbf 0\rangle+b|\mathbf 1\rangle$, the component at $(r,i)_k$ is $a\,\delta_{r0}\langle i|\mathbf 0\rangle+b\,\delta_{r1}\langle i|\mathbf 1\rangle$. A cross term would carry $\delta_{r0}\delta_{r1}=0$, because row and column share the same $r$. What remains is

$$\mathrm{Tr}_k\,|\phi\rangle\langle\phi|=|a|^2|\mathbf 0\rangle\langle\mathbf 0|+|b|^2|\mathbf 1\rangle\langle\mathbf 1| .$$

In both proofs `simp` writes out the two values of $r$ and `ring` collects the terms.

```lean
/-- Tracing out any one qubit of `a |0…0⟩ + b |1…1⟩` leaves the mixture with weights
`|a|²` and `|b|²`. -/
theorem traceOut_cat {n : ℕ} (k : Fin (n + 1)) (a b : ℂ) :
    traceOut k (ketBra (cat (n + 1) a b) (cat (n + 1) a b)) =
      mixture n (a * star a) (b * star b) := by
  ext i j
  -- the inserted bit cannot be 0 in the row and 1 in the column: coherences drop out
  simp only [traceOut, mixture, cat, ketBra, Matrix.of_apply, Matrix.add_apply,
    Matrix.smul_apply, Pi.add_apply, Pi.smul_apply, smul_eq_mul, Fin.sum_univ_two,
    ket_insertNth, star_add, star_mul', zero_ne_one, one_ne_zero, ↓reduceIte,
    star_one, star_zero]
  ring
```

## Purity and a global observable tell them apart

For $|\phi\rangle=a|\mathbf 0\rangle+b|\mathbf 1\rangle$, the trace formula gives

$$\mathrm{Tr}\,(|\phi\rangle\langle\phi|)^2=\langle\phi|\phi\rangle^2=(|a|^2+|b|^2)^2 .$$

For the mixture, the cross terms contain $\langle\mathbf 0|\mathbf 1\rangle=0$, leaving $p^2+q^2$. The local fact `hmul` is $(|\chi\rangle\langle\omega|)|\phi\rangle=\langle\omega|\phi\rangle|\chi\rangle$.

```lean
/-- The superposition has purity `(|a|² + |b|²)²`, and the mixture has purity `p² + q²`. -/
theorem purity_cat_and_mixture (n : ℕ) (a b p q : ℂ) :
    purity (ketBra (cat (n + 1) a b) (cat (n + 1) a b)) = (a * star a + b * star b) ^ 2 ∧
      purity (mixture (n + 1) p q) = p ^ 2 + q ^ 2 := by
  have hmul : ∀ φ χ ω : (Fin (n + 1) → Fin 2) → ℂ,
      ketBra χ ω *ᵥ φ = (star ω ⬝ᵥ φ) • χ := by
    intro φ χ ω
    ext i
    simp only [Matrix.mulVec, dotProduct, ketBra, Matrix.of_apply, Pi.smul_apply,
      smul_eq_mul, Pi.star_apply, Finset.sum_mul]
    exact Finset.sum_congr rfl fun k _ => by ring
  constructor
  · -- the purity of an outer product is the squared norm, squared
    have hnorm : star (cat (n + 1) a b) ⬝ᵥ cat (n + 1) a b = a * star a + b * star b := by
      simp only [cat, star_add, star_smul, add_dotProduct, smul_dotProduct, ket_dot,
        Pi.add_apply, Pi.smul_apply, smul_eq_mul, ket_const, zero_ne_one, one_ne_zero,
        ↓reduceIte]
      ring
    rw [purity, trace_ketBra_mul, hmul, dotProduct_smul, hnorm, smul_eq_mul]
    ring
  · simp only [purity, mixture, add_mul, mul_add, smul_mul_assoc, mul_smul_comm,
      Matrix.trace_add, Matrix.trace_smul, trace_ketBra_mul, hmul, dotProduct_smul,
      ket_dot, ket_const, smul_eq_mul, zero_ne_one, one_ne_zero, ↓reduceIte]
    ring
```

Since $X\otimes\dots\otimes X$ flips every bit, $\langle\mathbf s|X\otimes\dots\otimes X|\mathbf t\rangle=1-\delta_{st}$. The trace of the state's matrix times this operator, which is the expectation when the state is normalised, is therefore $a^*b+b^*a$ for the superposition and $0$ for the mixture. At the GHZ amplitudes these values are $1$ and $0$.

```lean
/-- The trace `Tr ρ (X ⊗ … ⊗ X)`, which is the expectation of `X ⊗ … ⊗ X` when `ρ` is a normalised
state, is `a b* + b a*` for the superposition and zero for the mixture. -/
theorem pauliXString_expectation (n : ℕ) (a b p q : ℂ) :
    (ketBra (cat (n + 1) a b) (cat (n + 1) a b) * pauliXString (n + 1)).trace =
        a * star b + b * star a ∧
      (mixture (n + 1) p q * pauliXString (n + 1)).trace = 0 := by
  have hX : ∀ s t : Fin 2, (pauliXString (n + 1) *ᵥ ket (fun _ => t)) (fun _ => s) =
      if s = t then 0 else 1 := by
    intro s t
    have h : (pauliXString (n + 1) *ᵥ ket (fun _ => t)) (fun _ => s) =
        pauliXString (n + 1) (fun _ => s) (fun _ => t) := by
      simp [Matrix.mulVec, dotProduct, ket]
    rw [h]
    fin_cases s <;> fin_cases t <;> simp [pauliXString]
  constructor
  · rw [trace_ketBra_mul]
    simp only [cat, star_add, star_smul, add_dotProduct, smul_dotProduct, ket_dot,
      Matrix.mulVec_add, Matrix.mulVec_smul, Pi.add_apply, Pi.smul_apply, smul_eq_mul,
      hX, zero_ne_one, one_ne_zero, ↓reduceIte]
    ring
  · simp only [mixture, add_mul, smul_mul_assoc, Matrix.trace_add, Matrix.trace_smul,
      trace_ketBra_mul, ket_dot, hX, ↓reduceIte, smul_zero, add_zero]
```

## From general amplitudes to three qubits

At the GHZ amplitudes $|a|^2=|b|^2=1/2$, which is `amp`. The purities become $(\tfrac12+\tfrac12)^2=1$ and $\tfrac14+\tfrac14=\tfrac12$. Equal matrices would have equal purities, so the matrices differ. Both partial traces are the equal mixture on $n$ qubits, for every choice of $k$.

```lean
/-- For `n + 1` qubits the GHZ projector and the equal mixture differ and have purities
`1` and `1/2`, yet tracing out any one qubit turns both into the equal mixture on `n` qubits. -/
theorem ghz_vs_mixture (n : ℕ) :
    ghzProjector (n + 1) ≠ mixture (n + 1) (1 / 2) (1 / 2) ∧
      purity (ghzProjector (n + 1)) = 1 ∧
      purity (mixture (n + 1) (1 / 2) (1 / 2)) = 1 / 2 ∧
      ∀ k : Fin (n + 1), traceOut k (ghzProjector (n + 1)) = mixture n (1 / 2) (1 / 2) ∧
        traceOut k (mixture (n + 1) (1 / 2) (1 / 2)) = mixture n (1 / 2) (1 / 2) := by
  have amp : (((Real.sqrt 2)⁻¹ : ℝ) : ℂ) * star (((Real.sqrt 2)⁻¹ : ℝ) : ℂ) = 1 / 2 := by
    have h : (Real.sqrt 2)⁻¹ * (Real.sqrt 2)⁻¹ = (1 / 2 : ℝ) := by
      rw [← mul_inv, Real.mul_self_sqrt (by norm_num)]
      norm_num
    rw [Complex.star_def, Complex.conj_ofReal, ← Complex.ofReal_mul, h]
    norm_num
  have h1 : purity (ghzProjector (n + 1)) = 1 := by
    rw [ghzProjector, (purity_cat_and_mixture n _ _ 0 0).1, amp]
    norm_num
  have h2 : purity (mixture (n + 1) (1 / 2) (1 / 2)) = 1 / 2 := by
    rw [(purity_cat_and_mixture n 0 0 _ _).2]
    norm_num
  refine ⟨fun h => ?_, h1, h2, fun k => ⟨?_, traceOut_mixture k _ _⟩⟩
  · -- equal matrices would have equal purities
    rw [h, h2] at h1
    norm_num at h1
  · rw [ghzProjector, traceOut_cat, amp]
```

Setting $n=2$ and equating the two reduced matrices gives the three-qubit statement, with `k : Fin 3` running over the three choices of discarded qubit.

```lean
/-- The three-qubit GHZ projector and the equal mixture of the projectors on `000` and `111`
differ, with purities `1` and `1/2`, but all three two-qubit partial traces coincide. -/
theorem three_qubit_counterexample :
    ghzProjector 3 ≠ mixture 3 (1 / 2) (1 / 2) ∧
      purity (ghzProjector 3) = 1 ∧ purity (mixture 3 (1 / 2) (1 / 2)) = 1 / 2 ∧
      ∀ k : Fin 3, traceOut k (ghzProjector 3) = traceOut k (mixture 3 (1 / 2) (1 / 2)) := by
  obtain ⟨hne, h1, h2, h3⟩ := ghz_vs_mixture 2
  exact ⟨hne, h1, h2, fun k => (h3 k).1.trans (h3 k).2.symm⟩

end

end GHZPartialTrace
```

```lean
#print axioms GHZPartialTrace.pauliXString_expectation
#print axioms GHZPartialTrace.three_qubit_counterexample
```

```
'GHZPartialTrace.pauliXString_expectation' depends on axioms: [propext, Classical.choice, Quot.sound]
'GHZPartialTrace.three_qubit_counterexample' depends on axioms: [propext, Classical.choice, Quot.sound]
```
